# The first-order mass-velocity and Darwin energies of a hydrogenic 1s electron sum to the leading Dirac shift, −Z⁴α²/8

An electron in the 1s state of a one-electron ion moves faster as the nuclear charge $Z$ grows, and its nonrelativistic energy $-Z^2/2$ hartree needs correcting. Two scalar corrections act on this state at leading order: the mass-velocity term, which lowers the energy, and the Darwin term, which raises it. I have seen it stated that the first contributes $-\tfrac58 Z^4\alpha^2$ and the second $+\tfrac12 Z^4\alpha^2$, with $\alpha$ the fine-structure constant, and that the remainder $-\tfrac18 Z^4\alpha^2$ is what the Dirac ground-state formula gives for small $\alpha$. Can this be derived in full, including the integral behind the factor 5 and the limit of the Dirac formula, and checked by machine?

## From the 1s function to the factor 5

Yes. In Hartree atomic units the speed of light is $1/\alpha$, and the normalised 1s function is

$$\psi(r)=\sqrt{Z^3/\pi}\;e^{-Zr},\qquad Z>0.$$

Since $\psi'=-Z\psi$, the radial Laplacian for $r\neq0$ is

$$\nabla^2\psi=\frac1{r^2}\frac{d}{dr}\left(-Zr^2\psi\right)=\frac{-2Zr\psi+Z^2r^2\psi}{r^2}=\left(Z^2-\frac{2Z}{r}\right)\psi .$$

The mass-velocity operator is $-\alpha^2p^4/8$, where $p$ is the momentum and $p^2=-\nabla^2$. Its expectation value is $-(\alpha^2/8)\|\nabla^2\psi\|^2$, with

$$\|\nabla^2\psi\|^2=\int_0^\infty4\pi r^2\left(Z^2-\frac{2Z}{r}\right)^2\psi^2\,dr=4Z^3\int_0^\infty(Z^2r-2Z)^2e^{-2Zr}\,dr .$$

For $k>0$ and real $a,b$, expanding the square and integrating term by term gives

$$\int_0^\infty(ar+b)^2e^{-kr}\,dr=\frac{2a^2}{k^3}+\frac{2ab}{k^2}+\frac{b^2}{k}.$$

With $a=Z^2$, $b=-2Z$ and $k=2Z$, the three terms are $Z/4$, $-Z$ and $2Z$. They sum to $5Z/4$, so $\|\nabla^2\psi\|^2=5Z^4$.

The Darwin operator is $(\alpha^2/8)\nabla^2V$, where $V=-Z/r$ is the potential energy of the electron. Because $\nabla^2V=4\pi Z\,\delta(\mathbf r)$, its expectation value is $(\pi Z\alpha^2/2)\,\psi(0)^2=Z^4\alpha^2/2$. The sum is

$$-\frac{5Z^4\alpha^2}{8}+\frac{Z^4\alpha^2}{2}=-\frac{Z^4\alpha^2}{8}.$$

## The Dirac shift in closed form

Let $s=\sqrt{1-Z^2\alpha^2}$, with $\alpha\neq0$ and $Z^2\alpha^2\le1$. With the rest energy subtracted, the Dirac ground-state energy is $E(\alpha)=(s-1)/\alpha^2$. From $Z^2\alpha^2=(1-s)(1+s)$ we get $E(\alpha)=-Z^2/(1+s)$, and therefore

$$E(\alpha)+\frac{Z^2}{2}=-\frac{Z^2(1-s)}{2(1+s)}=-\frac{Z^4\alpha^2}{2(1+s)^2}.$$

Divide by $\alpha^2$ and let $\alpha\to0$. Then $s\to1$ and the quotient tends to $-Z^4/8$, the coefficient found above. For $\alpha\ne0$ we have $s<1$, so the denominator $2(1+s)^2$ is less than 8, and the exact Dirac energy lies strictly below the first-order one.

## The Lean file

```lean
import Mathlib

open MeasureTheory Set Filter Topology
open scoped Real

namespace ScalarRelativisticHydrogen

noncomputable section

/-- The hydrogenic 1s function for nuclear charge `Z`, in atomic units. -/
def psi (Z r : ℝ) : ℝ := √(Z ^ 3 / π) * Real.exp (-Z * r)

/-- The Laplacian of a spherically symmetric function, `r⁻² d/dr (r² df/dr)`. -/
def radialLaplacian (f : ℝ → ℝ) (r : ℝ) : ℝ :=
  deriv (fun s => s ^ 2 * deriv f s) r / r ^ 2

/-- The squared norm in three-dimensional space of a spherically symmetric function. -/
def radialNormSq (f : ℝ → ℝ) : ℝ := ∫ r in Ioi (0 : ℝ), 4 * π * r ^ 2 * (f r) ^ 2

/-- The first-order mass-velocity energy of the 1s function. -/
def massVelocity (Z α : ℝ) : ℝ := -(α ^ 2 / 8) * radialNormSq (radialLaplacian (psi Z))

/-- The first-order Darwin energy of the 1s function. -/
def darwin (Z α : ℝ) : ℝ := π * Z * α ^ 2 / 2 * (psi Z 0) ^ 2

/-- The Dirac ground-state energy for a point nucleus, with the rest energy subtracted. -/
def diracEnergy (Z α : ℝ) : ℝ := (√(1 - (Z * α) ^ 2) - 1) / α ^ 2

lemma hasDerivAt_psi (Z r : ℝ) : HasDerivAt (psi Z) (-Z * psi Z r) r := by
  have h := (((hasDerivAt_id r).const_mul (-Z)).exp).const_mul (√(Z ^ 3 / π))
  refine HasDerivAt.congr_deriv h ?_
  simp only [psi, id_eq]
  ring

lemma psi_sq {Z : ℝ} (hZ : 0 ≤ Z) (r : ℝ) :
    psi Z r ^ 2 = Z ^ 3 / π * Real.exp (-(2 * Z * r)) := by
  have h : Real.exp (-(2 * Z * r)) = Real.exp (-Z * r) ^ 2 := by
    rw [← Real.exp_nat_mul]
    congr 1
    push_cast
    ring
  rw [h, psi, mul_pow, Real.sq_sqrt (by positivity)]

/-- Away from the nucleus, the Laplacian multiplies the 1s function by `Z² - 2Z/r`. -/
theorem radialLaplacian_psi (Z : ℝ) {r : ℝ} (hr : r ≠ 0) :
    radialLaplacian (psi Z) r = (Z ^ 2 - 2 * Z / r) * psi Z r := by
  have h1 : (fun s => s ^ 2 * deriv (psi Z) s) = fun s => s ^ 2 * (-Z * psi Z s) := by
    funext s
    rw [(hasDerivAt_psi Z s).deriv]
  have hp : HasDerivAt (fun s : ℝ => s ^ 2) (2 * r) r := by
    simpa using hasDerivAt_pow 2 r
  have h2 : HasDerivAt (fun s => s ^ 2 * (-Z * psi Z s))
      (2 * r * (-Z * psi Z r) + r ^ 2 * (-Z * (-Z * psi Z r))) r :=
    hp.fun_mul ((hasDerivAt_psi Z r).const_mul (-Z))
  unfold radialLaplacian
  rw [h1, h2.deriv]
  field_simp
  ring

/-- The 1s function solves the radial Schrödinger equation with energy `-Z²/2`. -/
theorem schrodinger_psi (Z : ℝ) {r : ℝ} (hr : r ≠ 0) :
    -(1 / 2) * radialLaplacian (psi Z) r - Z / r * psi Z r = -(Z ^ 2 / 2) * psi Z r := by
  rw [radialLaplacian_psi Z hr]
  ring

/-- The integral over the half-line of a squared linear function times a decaying exponential. -/
theorem integral_sq_mul_exp {k : ℝ} (hk : 0 < k) (a b : ℝ) :
    ∫ r in Ioi (0 : ℝ), (a * r + b) ^ 2 * Real.exp (-(k * r)) =
      2 * a ^ 2 / k ^ 3 + 2 * a * b / k ^ 2 + b ^ 2 / k := by
  -- coefficients of the antiderivative
  obtain ⟨A, hA⟩ : ∃ A, A = a ^ 2 / k ^ 3 := ⟨_, rfl⟩
  obtain ⟨B, hB⟩ : ∃ B, B = 2 * a * b / k ^ 2 + 2 * a ^ 2 / k ^ 3 := ⟨_, rfl⟩
  obtain ⟨C, hC⟩ : ∃ C, C = b ^ 2 / k + 2 * a * b / k ^ 2 + 2 * a ^ 2 / k ^ 3 := ⟨_, rfl⟩
  have hd : ∀ r ∈ Ici (0 : ℝ), HasDerivAt
      (fun r => -((A * ((k * r) * (k * r)) + B * (k * r) + C) * Real.exp (-(k * r))))
      ((a * r + b) ^ 2 * Real.exp (-(k * r))) r := by
    intro r _
    have hu : HasDerivAt (fun r : ℝ => k * r) k r :=
      ((hasDerivAt_id r).const_mul k).congr_deriv (mul_one k)
    have he : HasDerivAt (fun r : ℝ => Real.exp (-(k * r))) (Real.exp (-(k * r)) * (-k)) r :=
      hu.fun_neg.exp
    have hP := (((hu.fun_mul hu).const_mul A).fun_add (hu.const_mul B)).add_const C
    refine (hP.fun_mul he).fun_neg.congr_deriv ?_
    generalize Real.exp (-(k * r)) = E
    rw [hA, hB, hC]
    field_simp
    ring
  -- the antiderivative vanishes at infinity
  have t : ∀ n : ℕ, Tendsto (fun r : ℝ => (k * r) ^ n * Real.exp (-(k * r))) atTop (𝓝 0) :=
    fun n => (Real.tendsto_pow_mul_exp_neg_atTop_nhds_zero n).comp
      (tendsto_id.const_mul_atTop hk)
  have hlim : Tendsto
      (fun r => -((A * ((k * r) * (k * r)) + B * (k * r) + C) * Real.exp (-(k * r))))
      atTop (𝓝 0) := by
    have h := ((((t 2).const_mul A).add ((t 1).const_mul B)).add ((t 0).const_mul C)).neg
    have e : -(A * 0 + B * 0 + C * 0) = (0 : ℝ) := by ring
    rw [e] at h
    refine h.congr (fun r => ?_)
    ring
  have hn : ∀ r ∈ Ioi (0 : ℝ), 0 ≤ (a * r + b) ^ 2 * Real.exp (-(k * r)) :=
    fun r _ => by positivity
  refine (integral_Ioi_of_hasDerivAt_of_nonneg' hd hn hlim).trans ?_
  simp only [mul_zero, neg_zero, Real.exp_zero, zero_add, mul_one, hC]
  ring

/-- The 1s function is normalised. -/
theorem radialNormSq_psi {Z : ℝ} (hZ : 0 < Z) : radialNormSq (psi Z) = 1 := by
  have h : ∀ r, 4 * π * r ^ 2 * psi Z r ^ 2 =
      4 * Z ^ 3 * ((1 * r + 0) ^ 2 * Real.exp (-(2 * Z * r))) := by
    intro r
    rw [psi_sq hZ.le]
    field_simp
    ring
  unfold radialNormSq
  simp_rw [h]
  rw [integral_const_mul, integral_sq_mul_exp (by positivity : 0 < 2 * Z)]
  field_simp
  ring

/-- The Laplacian of the 1s function has squared norm `5Z⁴`. -/
theorem radialNormSq_laplacian_psi {Z : ℝ} (hZ : 0 < Z) :
    radialNormSq (radialLaplacian (psi Z)) = 5 * Z ^ 4 := by
  have h : radialNormSq (radialLaplacian (psi Z)) = ∫ r in Ioi (0 : ℝ),
      4 * Z ^ 3 * ((Z ^ 2 * r + (-2 * Z)) ^ 2 * Real.exp (-(2 * Z * r))) := by
    refine setIntegral_congr_fun measurableSet_Ioi (fun r hr => ?_)
    have hr' : r ≠ 0 := (Set.mem_Ioi.mp hr).ne'
    rw [radialLaplacian_psi Z hr', mul_pow, psi_sq hZ.le r]
    field_simp
    ring
  rw [h, integral_const_mul, integral_sq_mul_exp (by positivity : 0 < 2 * Z)]
  field_simp
  ring

/-- The exact Dirac shift from the nonrelativistic energy `-Z²/2`, in closed form. -/
theorem dirac_shift (Z : ℝ) {α : ℝ} (hα : α ≠ 0) (h : (Z * α) ^ 2 ≤ 1) :
    diracEnergy Z α + Z ^ 2 / 2 =
      -Z ^ 4 * α ^ 2 / (2 * (1 + √(1 - (Z * α) ^ 2)) ^ 2) := by
  have hs := Real.sq_sqrt (sub_nonneg.mpr h)
  have hs0 := Real.sqrt_nonneg (1 - (Z * α) ^ 2)
  unfold diracEnergy
  generalize √(1 - (Z * α) ^ 2) = s at hs hs0 ⊢
  have h1 : 1 + s ≠ 0 := by positivity
  -- eliminate the charge in favour of the square root
  have hy : Z ^ 2 = (1 - s ^ 2) / α ^ 2 := by
    rw [eq_div_iff (pow_ne_zero 2 hα)]
    linear_combination hs
  have h4 : Z ^ 4 = (Z ^ 2) ^ 2 := by ring
  rw [h4, hy]
  field_simp
  ring

/-- The mass-velocity and Darwin energies of the 1s function add up to `-Z⁴α²/8`, and the
Dirac shift divided by `α²` tends to the same coefficient `-Z⁴/8` as `α` tends to 0. -/
theorem scalar_relativistic_shift_matches_dirac {Z : ℝ} (hZ : 0 < Z) :
    (∀ α, massVelocity Z α + darwin Z α = -Z ^ 4 * α ^ 2 / 8) ∧
    Tendsto (fun α => (diracEnergy Z α + Z ^ 2 / 2) / α ^ 2) (𝓝[≠] 0) (𝓝 (-Z ^ 4 / 8)) := by
  constructor
  · intro α
    rw [massVelocity, darwin, radialNormSq_laplacian_psi hZ, psi_sq hZ.le, mul_zero, neg_zero,
      Real.exp_zero]
    field_simp <;> ring
  · have hc : Continuous (fun α : ℝ => -Z ^ 4 / (2 * (1 + √(1 - (Z * α) ^ 2)) ^ 2)) :=
      Continuous.div (by fun_prop) (by fun_prop) (fun α => by positivity)
    have ht : Tendsto (fun α : ℝ => -Z ^ 4 / (2 * (1 + √(1 - (Z * α) ^ 2)) ^ 2))
        (𝓝 0) (𝓝 (-Z ^ 4 / 8)) := by
      convert hc.tendsto 0 using 2
      norm_num
    have hc2 : Continuous (fun α : ℝ => (Z * α) ^ 2) := by fun_prop
    have hsmall : ∀ᶠ α in 𝓝[≠] (0 : ℝ), (Z * α) ^ 2 < 1 :=
      nhdsWithin_le_nhds ((isOpen_lt hc2 continuous_const).mem_nhds (by simp))
    -- near zero the quotient is given by the closed form
    refine (ht.mono_left nhdsWithin_le_nhds).congr' ?_
    filter_upwards [hsmall, self_mem_nhdsWithin] with α h1 h2
    have hα : α ≠ 0 := h2
    rw [dirac_shift Z hα h1.le, eq_div_iff (pow_ne_zero 2 hα)]
    ring

/-- The exact Dirac energy lies strictly below the nonrelativistic energy corrected by the
mass-velocity and Darwin terms. -/
theorem dirac_lt_first_order {Z α : ℝ} (hZ : 0 < Z) (hα : α ≠ 0) (h : (Z * α) ^ 2 ≤ 1) :
    diracEnergy Z α < -(Z ^ 2 / 2) + (massVelocity Z α + darwin Z α) := by
  have hd := dirac_shift Z hα h
  rw [(scalar_relativistic_shift_matches_dirac hZ).1 α]
  have hs := Real.sq_sqrt (sub_nonneg.mpr h)
  have hs0 := Real.sqrt_nonneg (1 - (Z * α) ^ 2)
  generalize √(1 - (Z * α) ^ 2) = s at hd hs hs0
  have hp : 0 < (Z * α) ^ 2 := by positivity
  have hs1 : s < 1 := by nlinarith
  have hlt : 2 * (1 + s) ^ 2 < 8 := by nlinarith
  have hq : Z ^ 4 * α ^ 2 / 8 < Z ^ 4 * α ^ 2 / (2 * (1 + s) ^ 2) :=
    div_lt_div_of_pos_left (by positivity) (by positivity) hlt
  have e : -Z ^ 4 * α ^ 2 / (2 * (1 + s) ^ 2) = -(Z ^ 4 * α ^ 2 / (2 * (1 + s) ^ 2)) := by
    ring
  rw [e] at hd
  linarith

end

end ScalarRelativisticHydrogen
```

```lean
#print axioms ScalarRelativisticHydrogen.schrodinger_psi
-- 'ScalarRelativisticHydrogen.schrodinger_psi' depends on axioms: [propext, Classical.choice, Quot.sound]
#print axioms ScalarRelativisticHydrogen.radialNormSq_psi
-- 'ScalarRelativisticHydrogen.radialNormSq_psi' depends on axioms: [propext, Classical.choice, Quot.sound]
#print axioms ScalarRelativisticHydrogen.dirac_lt_first_order
-- 'ScalarRelativisticHydrogen.dirac_lt_first_order' depends on axioms: [propext, Classical.choice, Quot.sound]
```

## What the definitions and theorems say

`psi Z r` is $\psi(r)$. `radialLaplacian` is $r^{-2}\,\frac{d}{dr}(r^2\,df/dr)$, and `radialNormSq` is the integral of $4\pi r^2f^2$ over $r>0$, so the singular point $r=0$ plays no part in it. `massVelocity` and `darwin` are the two expectation values, and `diracEnergy` is $E(\alpha)$.

The main theorem, `scalar_relativistic_shift_matches_dirac`, assumes only $Z>0$ and has two parts. The first is an identity for every real $\alpha$: the two corrections add up to $-Z^4\alpha^2/8$. The second is the limit of the Dirac shift divided by $\alpha^2$; the filter `𝓝[≠] 0` means that $\alpha$ approaches 0 through nonzero values. `dirac_lt_first_order` is the strict inequality, under the hypotheses $\alpha\neq0$ and $(Z\alpha)^2\le1$. The latter keeps the square root real, and physically it limits the charge of a point nucleus for which the formula gives a real ground-state energy.

The Lean file does not define the two correction operators. It starts from their expectation values, with $\|\nabla^2\psi\|^2$ in `massVelocity` and $\psi(0)^2$ in `darwin`, so the step that integrates the delta function is made in the text above and not in Lean. The Dirac energy formula also enters as a definition, and neither the corrections nor this formula is derived from the Dirac equation. The model is one electron around a fixed point nucleus, and spin-orbit coupling is absent because it vanishes for an s state.

Scalar-relativistic radial functions in LAPW calculations keep mass-velocity and Darwin effects and leave out spin-orbit coupling; the theorem gives a leading-order reference value for these effects in a pure Coulomb field with one electron, not for a self-consistent crystal potential.

## How the proof follows the calculation

`hasDerivAt_psi` is $\psi'=-Z\psi$, and `radialLaplacian_psi` applies the product rule to $r^2\psi'$. Two further results confirm that `psi` is the intended state: `schrodinger_psi` shows that it satisfies the radial Schrödinger equation with energy $-Z^2/2$, and `radialNormSq_psi` that it has norm 1.

`integral_sq_mul_exp` replaces term-by-term integration by an explicit antiderivative, $-(Ak^2r^2+Bkr+C)e^{-kr}$. Its coefficients are chosen so that the derivative is the integrand. It vanishes at infinity and equals $-C$ at $r=0$, so the integral is $C$. `radialNormSq_laplacian_psi` then rewrites the integrand for $r>0$ and inserts $a=Z^2$, $b=-2Z$, $k=2Z$.

In `dirac_shift`, `generalize` turns the square root into a variable `s` that keeps only the facts $s\ge0$ and $s^2=1-(Z\alpha)^2$. Substituting $Z^2=(1-s^2)/\alpha^2$ leaves an algebraic identity for `field_simp` and `ring`.

For the limit, cancelling the factor $\alpha^2$ from the closed form leaves a function that is continuous at $\alpha=0$, where its value is $-Z^4/8$. The step with `filter_upwards` shows that it agrees with the Dirac quotient for all sufficiently small nonzero $\alpha$, so both have the same limit. In the last theorem `nlinarith` obtains $s<1$ and then $2(1+s)^2<8$, and comparing the two fractions gives the inequality.
